# On a band representation of a finite group, only fixed orbit sites contribute to the trace of a symmetry operation

## Symmetry labels before diagonalisation

Before diagonalising a tight-binding Hamiltonian, one can find out which irreducible representations its eigenstates will carry. For each symmetry operation, one picks out the atoms that stay in place, adds up the characters of their orbitals, and decomposes the resulting character. This works because the sum over fixed atoms is the trace of the operation on the whole orbital space. For a finite symmetry group, that trace formula is proved below for one set of equivalent atoms; if there are several sets, their traces add. This covers molecules with a finite point group and crystals with periodic boundary conditions.

## Sites and orbitals

Let $G$ be a finite group acting on the sites, and let $H$, the site group, be the subgroup that fixes a reference site $q$. The orbitals at $q$ span a finite-dimensional complex space $V$, on which $H$ acts by a representation $\rho$ with character $\chi(h)=\operatorname{tr}\rho(h)$.

The equivalent sites are $x^{-1}q$ with $x\in G$. Since $hx$ and $x$ give the same site for $h\in H$, sites correspond to right cosets $Hx$. A state is a function $f:G\to V$ whose value $f(x)$ lists the orbital amplitudes at $x^{-1}q$ in the local frame labelled by $x$. Changing the frame imposes
$$f(hx)=\rho(h)f(x).$$
These functions form the band space $B$, on which $g\in G$ acts by $(T_gf)(x)=f(xg)$. The result is again in $B$, because $f(hxg)=\rho(h)f(xg)$. This action of $G$ on $B$ is the band representation: the representation of $G$ induced from $\rho$.

The operation $g$ fixes the site $x^{-1}q$ exactly when $xgx^{-1}\in H$. Let $\tilde\chi$ equal $\chi$ on $H$ and zero elsewhere. The claim is
$$\operatorname{tr}_B T_g=\frac1{|H|}\sum_{x\in G}\tilde\chi(xgx^{-1}).$$

## The trace from diagonal blocks

Let $F$ be the space of all functions $G\to V$, and define the average
$$(Pf)(x)=\frac1{|H|}\sum_{h\in H}\rho(h^{-1})f(hx).$$
It lands in $B$. For $k\in H$, substituting $h'=hk$, so that $h^{-1}=kh'^{-1}$, gives
$$(Pf)(kx)=\frac1{|H|}\sum_{h'\in H}\rho(k)\rho(h'^{-1})f(h'x)=\rho(k)(Pf)(x).$$
If $f$ is already in $B$, every term is $\rho(h^{-1})\rho(h)f(x)=f(x)$, so $Pf=f$.

With $J:B\to F$ the inclusion, this says $PJ=1$. Cyclicity of the trace then gives
$$\operatorname{tr}_B T_g=\operatorname{tr}_B(T_gPJ)=\operatorname{tr}_F(JT_gP).$$

The trace on $F$ is the sum of the traces of the diagonal blocks. To find the block at $x$, take the function that equals $v$ at $x$ and zero elsewhere, apply $JT_gP$, and read off the value at $x$:
$$\frac1{|H|}\sum_{h\in H}\rho(h^{-1})\,\delta_{hxg,\,x}\,v.$$
The condition $hxg=x$ means $h^{-1}=xgx^{-1}$. The block is therefore $\rho(xgx^{-1})/|H|$ if $xgx^{-1}\in H$, and zero otherwise. Taking traces and summing over $x$ gives the claim.

## One term per site

Choose one representative $r_i$ in each right coset. Every $x\in G$ is uniquely $hr_i$, and $\tilde\chi(hyh^{-1})=\tilde\chi(y)$ for $h\in H$. Each site therefore supplies $|H|$ equal terms, which cancel the prefactor:
$$\operatorname{tr}_B T_g=\sum_i\tilde\chi(r_igr_i^{-1}).$$
If no site is fixed, the trace is zero. For one orbital that $H$ leaves invariant, each fixed site contributes 1, and the trace counts fixed sites. At $g=1$ the formula gives $\dim B=[G:H]\dim V$, the number of sites times the orbitals per site.

The smallest case with a moving site is a pair of equivalent atoms with one orbital each: $G=\{1,s\}$, $H=\{1\}$, $V=\mathbb C$. The swap $s$ fixes neither atom, so its trace is $0$. This is the sum of the eigenvalues $+1$ and $-1$ of the even and odd combinations.

## How the Lean statements encode the model

- `bandSpace ρ` is $B$, a complex subspace of `G → V`, and `translate ρ g` is $T_g$.
- `ρ : H →* Module.End ℂ V` is a representation by linear maps. No inner product or unitarity is assumed.
- `siteCharacter ρ` is $\tilde\chi$, and `Nat.card H` is $|H|$.
- Sites are elements of `Quotient (QuotientGroup.rightRel H)`.
- In `trace_eq_sum_sites`, the hypothesis `hr` says that each $x$ lies in the coset of exactly one representative `r i`. `trace_eq_sum_sites_witness` shows that such a choice exists.

The main theorem is `trace_translate`. It contains no Hamiltonian and does not carry out the decomposition into irreducible representations. Infinite space groups and antiunitary operations such as time reversal are not included, nor is the trace resolved by crystal momentum. In a periodic crystal of several cells, `finrank_bandSpace` counts all states, not the bands at one momentum.

## The complete file

```lean
import Mathlib

open scoped Classical

namespace BandRepresentation

noncomputable section

variable {G V : Type*} [Group G] [AddCommGroup V] [Module ℂ V] {H : Subgroup G}

/-- The space of the band representation induced from the site group `H`:
functions on `G` with values in the orbital space `V` and `f (h x) = ρ h (f x)`. -/
def bandSpace (ρ : H →* Module.End ℂ V) : Submodule ℂ (G → V) where
  carrier := {f | ∀ (h : H) (x : G), f ((h : G) * x) = ρ h (f x)}
  add_mem' := by
    intro a b ha hb h x
    change a ((h : G) * x) + b ((h : G) * x) = ρ h (a x + b x)
    rw [map_add, ha h x, hb h x]
  zero_mem' := by
    intro h x
    simp
  smul_mem' := by
    intro c a ha h x
    change c • a ((h : G) * x) = ρ h (c • a x)
    rw [map_smul, ha h x]

/-- The symmetry operation `g` acts on the band space by right translation. -/
def translate (ρ : H →* Module.End ℂ V) (g : G) : bandSpace ρ →ₗ[ℂ] bandSpace ρ where
  toFun f := ⟨fun x => f.1 (x * g), fun h x => by
    change f.1 ((h : G) * x * g) = ρ h (f.1 (x * g))
    rw [mul_assoc]
    exact f.2 h (x * g)⟩
  map_add' _ _ := rfl
  map_smul' _ _ := rfl

/-- The character of the site representation, extended by zero outside the site group. -/
def siteCharacter (ρ : H →* Module.End ℂ V) (y : G) : ℂ :=
  if hy : y ∈ H then LinearMap.trace ℂ V (ρ ⟨y, hy⟩) else 0

/-- Averaging over the site group turns any function on `G` into a member of the band space. -/
def average [Fintype G] (ρ : H →* Module.End ℂ V) : (G → V) →ₗ[ℂ] bandSpace ρ where
  toFun f := ⟨fun x => (Nat.card H : ℂ)⁻¹ • ∑ h : H, ρ h⁻¹ (f ((h : G) * x)), fun k x => by
    change (Nat.card H : ℂ)⁻¹ • ∑ h : H, ρ h⁻¹ (f ((h : G) * ((k : G) * x))) =
      ρ k ((Nat.card H : ℂ)⁻¹ • ∑ h : H, ρ h⁻¹ (f ((h : G) * x)))
    rw [map_smul, map_sum]
    congr 1
    -- relabel the site-group element `h` as `h k`
    refine Fintype.sum_equiv (Equiv.mulRight k) _ _ (fun h => ?_)
    simp only [Equiv.coe_mulRight, Subgroup.coe_mul, mul_assoc]
    rw [← Module.End.mul_apply, ← map_mul ρ, mul_inv_rev, mul_inv_cancel_left]⟩
  map_add' a b := by
    apply Subtype.ext
    funext x
    change (Nat.card H : ℂ)⁻¹ • ∑ h : H, ρ h⁻¹ (a ((h : G) * x) + b ((h : G) * x)) =
      (Nat.card H : ℂ)⁻¹ • ∑ h : H, ρ h⁻¹ (a ((h : G) * x)) +
      (Nat.card H : ℂ)⁻¹ • ∑ h : H, ρ h⁻¹ (b ((h : G) * x))
    simp only [map_add, Finset.sum_add_distrib, smul_add]
  map_smul' c a := by
    apply Subtype.ext
    funext x
    change (Nat.card H : ℂ)⁻¹ • ∑ h : H, ρ h⁻¹ (c • a ((h : G) * x)) =
      c • ((Nat.card H : ℂ)⁻¹ • ∑ h : H, ρ h⁻¹ (a ((h : G) * x)))
    simp only [map_smul, ← Finset.smul_sum]
    rw [smul_comm]

/-- Averaging over the site group leaves every member of the band space unchanged. -/
theorem average_coe [Fintype G] (ρ : H →* Module.End ℂ V) (f : bandSpace ρ) :
    average ρ f.1 = f := by
  apply Subtype.ext
  funext x
  change (Nat.card H : ℂ)⁻¹ • ∑ h : H, ρ h⁻¹ (f.1 ((h : G) * x)) = f.1 x
  have e : ∀ h : H, ρ h⁻¹ (f.1 ((h : G) * x)) = f.1 x := fun h => by
    have hf : f.1 ((h : G) * x) = ρ h (f.1 x) := f.2 h x
    rw [hf, ← Module.End.mul_apply, ← map_mul ρ, inv_mul_cancel, map_one, Module.End.one_apply]
  have hc : (Nat.card H : ℂ) ≠ 0 := Nat.cast_ne_zero.mpr Nat.card_pos.ne'
  simp only [e, Finset.sum_const, Finset.card_univ, ← Nat.card_eq_fintype_card]
  rw [← Nat.cast_smul_eq_nsmul ℂ, smul_smul, inv_mul_cancel₀ hc, one_smul]

omit [Group G] in
/-- The trace of an operator on `V`-valued functions is the sum of the traces of its
diagonal blocks. -/
theorem trace_eq_sum_blocks [Fintype G] [FiniteDimensional ℂ V]
    (T : (G → V) →ₗ[ℂ] (G → V)) :
    LinearMap.trace ℂ (G → V) T = ∑ x : G, LinearMap.trace ℂ V
      (LinearMap.proj x ∘ₗ (T ∘ₗ LinearMap.single ℂ (fun _ : G => V) x)) := by
  have hT : T = ∑ x : G, (T ∘ₗ LinearMap.single ℂ (fun _ : G => V) x) ∘ₗ LinearMap.proj x := by
    refine LinearMap.ext fun f => ?_
    calc T f = T (∑ x : G, (Pi.single x (f x) : G → V)) := by rw [Finset.univ_sum_single]
      _ = ∑ x : G, T (Pi.single x (f x) : G → V) := map_sum T _ _
      _ = _ := by simp [LinearMap.sum_apply]
  conv_lhs => rw [hT]
  rw [map_sum]
  exact Finset.sum_congr rfl fun x _ => LinearMap.trace_comp_comm' _ _

/-- Character of a band representation: the trace of `g` is the sum, over all `x` in `G` with `x g
x⁻¹` in the site group, of the site character at `x g x⁻¹`, divided by the order of the site group.
-/
theorem trace_translate [Fintype G] [FiniteDimensional ℂ V] (ρ : H →* Module.End ℂ V) (g : G) :
    LinearMap.trace ℂ (bandSpace ρ) (translate ρ g) =
      (Nat.card H : ℂ)⁻¹ * ∑ x : G, siteCharacter ρ (x * g * x⁻¹) := by
  -- move the trace from the band space to all functions on `G`
  have h1 : translate ρ g = (translate ρ g ∘ₗ average ρ) ∘ₗ (bandSpace ρ).subtype :=
    LinearMap.ext fun f => by
      change translate ρ g f = translate ρ g (average ρ f.1)
      rw [average_coe]
  have h2 : LinearMap.trace ℂ (bandSpace ρ) (translate ρ g) = LinearMap.trace ℂ (G → V)
      ((bandSpace ρ).subtype ∘ₗ (translate ρ g ∘ₗ average ρ)) := by
    conv_lhs => rw [h1]
    exact LinearMap.trace_comp_comm' _ _
  rw [h2, trace_eq_sum_blocks, Finset.mul_sum]
  refine Finset.sum_congr rfl fun x _ => ?_
  have move : ∀ h : H, (h : G) * (x * g) = x → x * g * x⁻¹ = (h : G)⁻¹ := fun h e =>
    eq_inv_of_mul_eq_one_right (by rw [← mul_assoc (h : G), e, mul_inv_cancel])
  -- the diagonal block at `x`
  have key : LinearMap.proj x ∘ₗ (((bandSpace ρ).subtype ∘ₗ (translate ρ g ∘ₗ average ρ)) ∘ₗ
      LinearMap.single ℂ (fun _ : G => V) x) = (Nat.card H : ℂ)⁻¹ •
      (if hx : x * g * x⁻¹ ∈ H then ρ ⟨x * g * x⁻¹, hx⟩ else 0) := by
    refine LinearMap.ext fun v => ?_
    change (Nat.card H : ℂ)⁻¹ • ∑ h : H, ρ h⁻¹ ((Pi.single x v : G → V) ((h : G) * (x * g))) = _
    rw [LinearMap.smul_apply]
    congr 1
    by_cases hx : x * g * x⁻¹ ∈ H
    · rw [dif_pos hx, Finset.sum_eq_single ((⟨x * g * x⁻¹, hx⟩ : H)⁻¹)]
      · have e : (((⟨x * g * x⁻¹, hx⟩ : H)⁻¹ : H) : G) * (x * g) = x := by
          change (x * g * x⁻¹)⁻¹ * (x * g) = x
          group
        rw [e, Pi.single_eq_same, inv_inv]
      · intro h _ hne
        rw [Pi.single_eq_of_ne, map_zero]
        intro e
        apply hne
        apply Subtype.ext
        change (h : G) = (x * g * x⁻¹)⁻¹
        rw [move h e, inv_inv]
      · intro hn
        exact absurd (Finset.mem_univ _) hn
    · rw [dif_neg hx, LinearMap.zero_apply]
      refine Finset.sum_eq_zero fun h _ => ?_
      rw [Pi.single_eq_of_ne, map_zero]
      intro e
      exact hx (by rw [move h e]; exact H.inv_mem h.2)
  rw [key, map_smul, smul_eq_mul]
  by_cases hx : x * g * x⁻¹ ∈ H
  · simp only [siteCharacter, dif_pos hx]
  · simp only [siteCharacter, dif_neg hx, map_zero]

/-- The orbit site `H x` is mapped to itself by `g` exactly when `x g x⁻¹` is in `H`. -/
theorem site_fixed_iff (x g : G) :
    Quotient.mk (QuotientGroup.rightRel H) x = Quotient.mk (QuotientGroup.rightRel H) (x * g) ↔
      x * g * x⁻¹ ∈ H :=
  Quotient.eq.trans QuotientGroup.rightRel_apply

/-- A symmetry operation that fixes no site of the orbit has trace zero. -/
theorem trace_eq_zero_of_no_fixed_site [Fintype G] [FiniteDimensional ℂ V]
    (ρ : H →* Module.End ℂ V) (g : G)
    (hg : ∀ x : G, Quotient.mk (QuotientGroup.rightRel H) x ≠
      Quotient.mk (QuotientGroup.rightRel H) (x * g)) :
    LinearMap.trace ℂ (bandSpace ρ) (translate ρ g) = 0 := by
  rw [trace_translate, Finset.sum_eq_zero, mul_zero]
  intro x _
  exact dif_neg fun h => hg x ((site_fixed_iff x g).2 h)

/-- The extended site character is unchanged under conjugation by the site group. -/
theorem siteCharacter_conj (ρ : H →* Module.End ℂ V) (h : H) (y : G) :
    siteCharacter ρ ((h : G) * y * (h : G)⁻¹) = siteCharacter ρ y := by
  by_cases hy : y ∈ H
  · have hy' : (h : G) * y * (h : G)⁻¹ ∈ H := H.mul_mem (H.mul_mem h.2 hy) (H.inv_mem h.2)
    have e : (⟨(h : G) * y * (h : G)⁻¹, hy'⟩ : H) = h * ⟨y, hy⟩ * h⁻¹ := Subtype.ext rfl
    simp only [siteCharacter, dif_pos hy, dif_pos hy']
    rw [e, map_mul ρ, map_mul ρ, LinearMap.trace_mul_comm ℂ (ρ h * ρ ⟨y, hy⟩), ← mul_assoc,
      ← map_mul ρ, inv_mul_cancel, map_one, one_mul]
  · have hy' : (h : G) * y * (h : G)⁻¹ ∉ H := fun h' => hy (by
      have := H.mul_mem (H.mul_mem (H.inv_mem h.2) h') h.2
      simpa [mul_assoc] using this)
    simp only [siteCharacter, dif_neg hy, dif_neg hy']

/-- With one representative `r i` for each orbit site, the trace of `g` is the sum over sites
of the extended site character at `r i g (r i)⁻¹`. -/
theorem trace_eq_sum_sites [Fintype G] [FiniteDimensional ℂ V] {ι : Type*} [Fintype ι]
    (ρ : H →* Module.End ℂ V) (r : ι → G) (hr : ∀ x : G, ∃! i, x * (r i)⁻¹ ∈ H) (g : G) :
    LinearMap.trace ℂ (bandSpace ρ) (translate ρ g) =
      ∑ i, siteCharacter ρ (r i * g * (r i)⁻¹) := by
  -- every group element is uniquely a site-group element times a representative
  have hb : Function.Bijective (fun p : H × ι => (p.1 : G) * r p.2) := by
    constructor
    · rintro ⟨h, i⟩ ⟨k, j⟩ e
      have e' : (h : G) * r i = (k : G) * r j := e
      have hij : i = j := (hr ((h : G) * r i)).unique
        (show (h : G) * r i * (r i)⁻¹ ∈ H by simp)
        (show (h : G) * r i * (r j)⁻¹ ∈ H by rw [e']; simp)
      subst hij
      exact Prod.ext (Subtype.ext (mul_right_cancel e')) rfl
    · intro x
      obtain ⟨i, hi, _⟩ := hr x
      exact ⟨(⟨x * (r i)⁻¹, hi⟩, i), by simp⟩
  have e : ∀ (h : H) (i : ι), siteCharacter ρ ((h : G) * r i * g * ((h : G) * r i)⁻¹) =
      siteCharacter ρ (r i * g * (r i)⁻¹) := fun h i => by
    rw [← siteCharacter_conj ρ h (r i * g * (r i)⁻¹)]
    congr 1
    group
  have hc : (Nat.card H : ℂ) ≠ 0 := Nat.cast_ne_zero.mpr Nat.card_pos.ne'
  rw [trace_translate, ← hb.sum_comp (fun x => siteCharacter ρ (x * g * x⁻¹)),
    Fintype.sum_prod_type]
  simp only [e, Finset.sum_const, Finset.card_univ, ← Nat.card_eq_fintype_card, nsmul_eq_mul]
  rw [← mul_assoc, inv_mul_cancel₀ hc, one_mul]

/-- Choosing an element `q.out` in each right coset `q` gives one representative per site. -/
theorem trace_eq_sum_sites_witness (H : Subgroup G) (x : G) :
    ∃! q : Quotient (QuotientGroup.rightRel H), x * (q.out)⁻¹ ∈ H := by
  refine ⟨Quotient.mk _ x, QuotientGroup.rightRel_apply.mp (Quotient.mk_out x), ?_⟩
  intro q hq
  exact (Quotient.out_eq q).symm.trans (Quotient.sound (QuotientGroup.rightRel_apply.mpr hq))

/-- For a single orbital that is invariant under the site group, the trace of `g` is the
number of orbit sites fixed by `g`. -/
theorem trace_invariant_orbital [Fintype G] {ι : Type*} [Fintype ι]
    (r : ι → G) (hr : ∀ x : G, ∃! i, x * (r i)⁻¹ ∈ H) (g : G) :
    LinearMap.trace ℂ (bandSpace (1 : H →* Module.End ℂ ℂ)) (translate 1 g) =
      ((Finset.univ.filter fun i => r i * g * (r i)⁻¹ ∈ H).card : ℂ) := by
  rw [trace_eq_sum_sites _ r hr, Finset.card_filter, Nat.cast_sum]
  refine Finset.sum_congr rfl fun i _ => ?_
  by_cases h : r i * g * (r i)⁻¹ ∈ H
  · simp [siteCharacter, h]
  · simp [siteCharacter, h]

/-- The dimension of the band space is the index of the site group times the number of
orbitals per site. -/
theorem finrank_bandSpace [Fintype G] [FiniteDimensional ℂ V] (ρ : H →* Module.End ℂ V) :
    Module.finrank ℂ (bandSpace ρ) = H.index * Module.finrank ℂ V := by
  -- evaluate the character at the identity
  have h1 : translate ρ 1 = 1 := LinearMap.ext fun f => Subtype.ext (funext fun x => by
    change f.1 (x * 1) = f.1 x
    rw [mul_one])
  have h2 : siteCharacter ρ 1 = (Module.finrank ℂ V : ℂ) := by
    rw [siteCharacter, dif_pos H.one_mem]
    change LinearMap.trace ℂ V (ρ 1) = _
    rw [map_one, LinearMap.trace_one]
  have hc : (Nat.card H : ℂ) ≠ 0 := Nat.cast_ne_zero.mpr Nat.card_pos.ne'
  have hG : (Nat.card G : ℂ) = Nat.card H * H.index := by exact_mod_cast H.card_mul_index.symm
  have h := trace_translate ρ 1
  rw [h1, LinearMap.trace_one] at h
  simp only [mul_one, mul_inv_cancel, h2, Finset.sum_const, Finset.card_univ,
    ← Nat.card_eq_fintype_card, nsmul_eq_mul] at h
  rw [hG, mul_assoc, ← mul_assoc, inv_mul_cancel₀ hc, one_mul] at h
  exact_mod_cast h

end

end BandRepresentation
```

```lean
#print axioms BandRepresentation.trace_eq_zero_of_no_fixed_site
#print axioms BandRepresentation.trace_invariant_orbital
#print axioms BandRepresentation.finrank_bandSpace
```

```
'BandRepresentation.trace_eq_zero_of_no_fixed_site' depends on axioms: [propext, Classical.choice, Quot.sound]
'BandRepresentation.trace_invariant_orbital' depends on axioms: [propext, Classical.choice, Quot.sound]
'BandRepresentation.finrank_bandSpace' depends on axioms: [propext, Classical.choice, Quot.sound]
```

## How the proof follows the derivation

The definition `average` is $P$. Its covariance proof relabels the sum with `Equiv.mulRight k`, which is the substitution $h'=hk$. The lemma `average_coe` proves $Pf=f$ on the band space.

`trace_eq_sum_blocks` writes an operator on $F$ as a sum over $x$: extract the value at $x$, place it back at $x$, then apply the operator. Cyclicity, in the form `LinearMap.trace_comp_comm'`, turns each term into the trace of a diagonal block.

In `trace_translate`, `h1` inserts the average and `h2` moves the trace from $B$ to $F$. The step `move` solves $hxg=x$ for $xgx^{-1}$, and `key` computes the block. When $xgx^{-1}\in H$, `Finset.sum_eq_single` keeps the one surviving $h$; otherwise `Finset.sum_eq_zero` removes the whole sum.

`site_fixed_iff` translates equality of the cosets $Hx$ and $Hxg$ into $xgx^{-1}\in H$, and `trace_eq_zero_of_no_fixed_site` uses it to make every term vanish.

For the sum over sites, `siteCharacter_conj` supplies invariance under conjugation by $H$. Inside `trace_eq_sum_sites`, `hb` proves that $(h,i)\mapsto hr_i$ is a bijection onto $G$; the sum over $h$ then gives the factor $|H|$. `trace_invariant_orbital` specialises this to the trivial representation on `ℂ`, where each term is 1 or 0.

Finally, `finrank_bandSpace` evaluates `trace_translate` at the identity and uses $|G|=|H|[G:H]$. The equation is first obtained in the complex numbers, and `exact_mod_cast` returns it to the natural numbers.
